# For $t\neq 0$, no nonzero solution of $(a+ta^\dagger)f=0$ has a finite Fock expansion

States of one bosonic mode are taken here to be formal power series $f=\sum_n c_nX^n$ with complex coefficients, and no convergence is required of them. This lets the equation for the squeezed vacuum be solved first and the norm of the solution be examined afterwards. In this Bargmann picture the normalised Fock state is $|n\rangle = X^n/\sqrt{n!}$, so the amplitude of $|n\rangle$ in $f$ is $\sqrt{n!}\,c_n$. States with a finite Fock expansion are the polynomials.

```lean
import Mathlib

open Nat

namespace SqueezedVacuum

noncomputable section
```

## Ladder operators on power series

The creation operator $a^\dagger$ is multiplication by $X$, and the annihilation operator $a$ is the derivative:
$$a^\dagger|n\rangle=\frac{X^{n+1}}{\sqrt{n!}}=\sqrt{n+1}\,|n+1\rangle,\qquad a|n\rangle=\frac{nX^{n-1}}{\sqrt{n!}}=\sqrt n\,|n-1\rangle ,$$
where the second expression is zero for $n=0$. On coefficients, $(af)_n=(n+1)c_{n+1}$.

```lean
/-- The annihilation operator in the Bargmann picture: the formal derivative of a power series. -/
def lower (f : PowerSeries ℂ) : PowerSeries ℂ :=
  PowerSeries.mk fun n => ((n : ℂ) + 1) * PowerSeries.coeff (n + 1) f
```

The squeezed vacuum with complex parameter $t$ is annihilated by $a+ta^\dagger$, which means $f'+tXf=0$. The equation is posed here for every complex $t$, but a nonzero solution is a normalisable, physical state only for $|t|<1$, as shown below.

```lean
/-- The squeezed vacuum equation `(a + t a†) f = 0`, with `a†` multiplication by `X`. -/
def IsSqueezedVacuum (t : ℂ) (f : PowerSeries ℂ) : Prop :=
  lower f + t • (PowerSeries.X * f) = 0
```

The predicate `IsSqueezedVacuum t f` also admits $f=0$, so later statements exclude the zero state where that matters.

The squared amplitude of level $n$ is $|\sqrt{n!}\,c_n|^2=n!\,|c_n|^2$. The squared norm of $f$ is the sum of these weights, if it is finite.

```lean
/-- The Fock weight `n! |c_n|²` of level `n`, where `X ^ n` has squared norm `n!`. -/
def fockWeight (f : PowerSeries ℂ) (n : ℕ) : ℝ :=
  (n ! : ℝ) * ‖PowerSeries.coeff n f‖ ^ 2
```

The norm enters only through `fockWeight`. The Lean code defines no inner product, so the statements do not cover the adjoint relation between $a$ and $a^\dagger$ or the domains of these unbounded operators.

The two operators satisfy the bosonic commutation relation $aa^\dagger-a^\dagger a=1$. At level $0$, $aa^\dagger f$ has coefficient $c_0$ and $a^\dagger af$ has coefficient $0$. At level $n+1$ the difference is
$$(n+2)c_{n+1}-(n+1)c_{n+1}=c_{n+1}.$$

```lean
/-- The canonical commutation relation `a a† - a† a = 1` on power series. -/
theorem lower_commutator (f : PowerSeries ℂ) :
    lower (PowerSeries.X * f) - PowerSeries.X * lower f = f := by
  ext n
  rcases n with _ | n
  · rw [map_sub, lower, PowerSeries.coeff_mk, PowerSeries.coeff_succ_X_mul,
      PowerSeries.coeff_zero_X_mul]
    simp
  · rw [map_sub, lower, PowerSeries.coeff_mk, PowerSeries.coeff_succ_X_mul,
      PowerSeries.coeff_succ_X_mul, lower, PowerSeries.coeff_mk]
    push_cast
    ring
```

The proof makes the same split into level $0$ and level $n+1$, because multiplication by $X$ shifts coefficients and leaves nothing at level $0$.

## Only even levels are occupied

Compare coefficients in $f'+tXf=0$. Level $0$ gives $c_1=0$, and level $n+1$ gives
$$(n+2)\,c_{n+2}+t\,c_n=0 .$$

```lean
/-- The squeezed vacuum equation, level by level: `c_1 = 0` and `(n+2) c_(n+2) = -t c_n`. -/
theorem isSqueezedVacuum_iff_recursion (t : ℂ) (f : PowerSeries ℂ) :
    IsSqueezedVacuum t f ↔ PowerSeries.coeff 1 f = 0 ∧
      ∀ n : ℕ, ((n : ℂ) + 2) * PowerSeries.coeff (n + 2) f = -t * PowerSeries.coeff n f := by
  have h0 : PowerSeries.coeff 0 (lower f + t • (PowerSeries.X * f))
      = PowerSeries.coeff 1 f := by
    rw [map_add, map_smul, lower, PowerSeries.coeff_mk, PowerSeries.coeff_zero_X_mul]
    simp
  have hs (n : ℕ) : PowerSeries.coeff (n + 1) (lower f + t • (PowerSeries.X * f))
      = ((n : ℂ) + 2) * PowerSeries.coeff (n + 2) f + t * PowerSeries.coeff n f := by
    have e : n + 1 + 1 = n + 2 := rfl
    rw [map_add, map_smul, lower, PowerSeries.coeff_mk, PowerSeries.coeff_succ_X_mul,
      smul_eq_mul, e]
    push_cast
    ring
  constructor
  · intro h
    unfold IsSqueezedVacuum at h
    rw [h, map_zero] at h0
    refine ⟨h0.symm, fun n => ?_⟩
    have h1 := hs n
    rw [h, map_zero] at h1
    linear_combination -h1
  · rintro ⟨h1, h2⟩
    unfold IsSqueezedVacuum
    ext n
    rcases n with _ | n
    · rw [h0, h1, map_zero]
    · rw [hs, map_zero]
      linear_combination h2 n
```

In the proof, `h0` and `hs` compute the coefficients at these two kinds of level. The equation then holds exactly when all of them vanish.

The recursion connects levels of equal parity. For the even ones, set $d_n=\dfrac{(-t/2)^n}{n!}\,c$ with a constant $c$. Then
$$(2n+2)\,d_{n+1}=2(n+1)\frac{(-t/2)^{n+1}}{(n+1)!}\,c=2\left(-\frac t2\right)\frac{(-t/2)^n}{n!}\,c=-t\,d_n .$$

```lean
/-- The numbers `(-t/2)^n c / n!` satisfy the two-step recursion of the squeezed vacuum. -/
theorem pair_step (t c : ℂ) (n : ℕ) :
    (((2 * n : ℕ) : ℂ) + 2) * ((-t / 2) ^ (n + 1) / ((n + 1)! : ℂ) * c)
      = -t * ((-t / 2) ^ n / (n ! : ℂ) * c) := by
  have h1 : (n : ℂ) + 1 ≠ 0 := Nat.cast_add_one_ne_zero n
  have h2 : (n ! : ℂ) ≠ 0 := Nat.cast_ne_zero.2 (Nat.factorial_ne_zero n)
  rw [pow_succ, Nat.factorial_succ]
  generalize (-t / 2) ^ n = q
  push_cast
  field_simp
```

Now use induction on $n$. We have $c_1=0$, and $c_{2n+1}=0$ implies $(2n+3)c_{2n+3}=0$, hence $c_{2n+3}=0$. On the even side, $c_0$ has the stated form. If $c_{2n}=(-t/2)^nc_0/n!$, then the recursion and the identity for $d_n$ give $(2n+2)c_{2n+2}=(2n+2)d_{n+1}$ with $c=c_0$, and the factor $2n+2$ cancels. Therefore
$$c_{2n+1}=0,\qquad c_{2n}=\frac{(-t/2)^n}{n!}\,c_0 .$$
Conversely, coefficients of this form satisfy the recursion at every even and every odd level.

```lean
/-- A power series solves the squeezed vacuum equation exactly when its odd coefficients vanish
and `c_(2n) = (-t/2)^n c_0 / n!`. -/
theorem isSqueezedVacuum_iff_coeff (t : ℂ) (f : PowerSeries ℂ) :
    IsSqueezedVacuum t f ↔ ∀ n : ℕ, PowerSeries.coeff (2 * n + 1) f = 0 ∧
      PowerSeries.coeff (2 * n) f
        = (-t / 2) ^ n / (n ! : ℂ) * PowerSeries.coeff 0 f := by
  rw [isSqueezedVacuum_iff_recursion]
  constructor
  · rintro ⟨h1, h2⟩ n
    induction n with
    | zero => exact ⟨h1, by simp⟩
    | succ n ih =>
      constructor
      · have h := h2 (2 * n + 1)
        rw [ih.1, mul_zero] at h
        have hne : ((2 * n + 1 : ℕ) : ℂ) + 2 ≠ 0 := by
          exact_mod_cast (by omega : 2 * n + 1 + 2 ≠ 0)
        exact (mul_eq_zero.1 h).resolve_left hne
      · have h := h2 (2 * n)
        have hne : ((2 * n : ℕ) : ℂ) + 2 ≠ 0 := by
          exact_mod_cast (by omega : 2 * n + 2 ≠ 0)
        rw [ih.2, ← pair_step] at h
        exact mul_left_cancel₀ hne h
  · intro h
    refine ⟨(h 0).1, fun n => ?_⟩
    obtain ⟨k, rfl | rfl⟩ := n.even_or_odd'
    · have e : 2 * k + 2 = 2 * (k + 1) := by ring
      rw [e, (h (k + 1)).2, (h k).2, pair_step]
    · have e : 2 * k + 1 + 2 = 2 * (k + 1) + 1 := by ring
      rw [e, (h (k + 1)).1, (h k).1, mul_zero, mul_zero]
```

The theorem is an equivalence, so it describes all solutions: they are the multiples of the formal series $\exp(-tX^2/2)$, with $c_0$ free. The induction carries the odd and the even statement together, and the converse splits $n$ into $2k$ and $2k+1$.

## The coefficient one level above the degree

Suppose that a nonzero polynomial $p$ of degree $d$ solves $p'+tXp=0$ with $t\neq0$. The coefficient of $X^{d+1}$ in $p'$ is $(d+2)p_{d+2}=0$, and in $tXp$ it is $t\,p_d$. Hence $t\,p_d=0$, so the leading coefficient $p_d$ vanishes, which contradicts $p\neq0$. For $t=0$ the constant polynomial $p=1$ is a solution. It is the ordinary vacuum.

```lean
/-- The equation `p' + t X p = 0` has a nonzero polynomial solution, that is, one with a finite
Fock expansion, exactly when `t = 0`. -/
theorem exists_polynomial_solution_iff (t : ℂ) :
    (∃ p : Polynomial ℂ, p ≠ 0 ∧
      Polynomial.derivative p + Polynomial.C t * (Polynomial.X * p) = 0) ↔ t = 0 := by
  constructor
  · rintro ⟨p, hp, h⟩
    by_contra ht
    -- compare coefficients one level above the degree
    have h1 := congrArg (fun q => Polynomial.coeff q (p.natDegree + 1)) h
    have h2 : p.coeff (p.natDegree + 1 + 1) = 0 :=
      Polynomial.coeff_eq_zero_of_natDegree_lt (by omega)
    simp only [Polynomial.coeff_add, Polynomial.coeff_C_mul, Polynomial.coeff_X_mul,
      Polynomial.coeff_derivative, Polynomial.coeff_zero, h2, zero_mul, zero_add] at h1
    exact hp (Polynomial.leadingCoeff_eq_zero.1 ((mul_eq_zero.1 h1).resolve_left ht))
  · rintro rfl
    exact ⟨1, one_ne_zero, by simp⟩
```

This theorem is stated with Mathlib's type `Polynomial ℂ` and its own derivative. The degree $d$ is `p.natDegree`, `h1` is the equation at level $d+1$, and `h2` says that $p_{d+2}=0$.

The smallest truncations show the obstruction directly. Inserting $p=1$ leaves the remainder $tX$, and inserting $p=1-tX^2/2$ leaves $-t^2X^3/2$. Each remainder sits one level above the degree.

For a simulation of a single mode with a cutoff in the number states $|n\rangle$ of $a$, this means that the squeezed vacuum with $t\neq0$ is represented only approximately, however high the cutoff.

## Finite norm exactly for $|t|<1$

Insert the closed form into the weight of level $2n$:
$$(2n)!\,|c_{2n}|^2=\frac{(2n)!}{(n!)^2}\left(\frac{|t|}{2}\right)^{2n}|c_0|^2=\binom{2n}{n}\left(\frac{|t|^2}{4}\right)^n|c_0|^2 .$$

```lean
/-- The weight of level `2n` in a squeezed vacuum is `(2n choose n) (|t|²/4)^n |c_0|²`. -/
theorem fockWeight_even {t : ℂ} {f : PowerSeries ℂ} (hf : IsSqueezedVacuum t f) (n : ℕ) :
    fockWeight f (2 * n) = (n.centralBinom : ℝ) * (‖t‖ ^ 2 / 4) ^ n
      * ‖PowerSeries.coeff 0 f‖ ^ 2 := by
  have hfac : ((2 * n)! : ℝ) = n.centralBinom * n ! * n ! := by
    have h := Nat.choose_mul_factorial_mul_factorial (show n ≤ 2 * n by omega)
    rw [show 2 * n - n = n by omega, ← Nat.centralBinom_eq_two_mul_choose] at h
    exact_mod_cast h.symm
  have hn : (n ! : ℝ) ≠ 0 := Nat.cast_ne_zero.2 (Nat.factorial_ne_zero n)
  have h2 : ‖-t / 2‖ = ‖t‖ / 2 := by simp
  have h3 : (‖t‖ ^ 2 / 4) ^ n = ((‖t‖ / 2) ^ n) ^ 2 := by
    rw [← pow_mul, mul_comm n 2, pow_mul]
    congr 1
    ring
  rw [fockWeight, ((isSqueezedVacuum_iff_coeff t f).1 hf n).2, hfac, norm_mul, norm_div,
    norm_pow, h2, Complex.norm_natCast, h3]
  generalize (‖t‖ / 2) ^ n = q
  field_simp
```

Here `n.centralBinom` is $\binom{2n}{n}$, and `hfac` is the factorisation $(2n)!=\binom{2n}{n}\,n!\,n!$.

The odd weights are zero, so the norm is decided by the even ones. If $|t|<1$, the bound $\binom{2n}{n}\le4^n$ gives
$$\binom{2n}{n}\left(\frac{|t|^2}{4}\right)^n\le |t|^{2n},$$
and the geometric series converges. If $|t|\ge1$, the bound $4^n<n\binom{2n}{n}$, valid for $n\ge4$, gives
$$\binom{2n}{n}\left(\frac{|t|^2}{4}\right)^n\ge\binom{2n}{n}\frac1{4^n}>\frac1n ,$$
and the harmonic series diverges.

```lean
/-- A squeezed vacuum with nonzero vacuum amplitude has finite Fock norm exactly when
`|t| < 1`. -/
theorem summable_fockWeight_iff {t : ℂ} {f : PowerSeries ℂ} (hf : IsSqueezedVacuum t f)
    (h0 : PowerSeries.coeff 0 f ≠ 0) : Summable (fockWeight f) ↔ ‖t‖ < 1 := by
  have hinj : Function.Injective (fun n : ℕ => 2 * n) := fun a b h => by
    simp only at h
    omega
  -- only even levels contribute
  have hodd : ∀ m ∉ Set.range (fun n : ℕ => 2 * n), fockWeight f m = 0 := by
    intro m hm
    obtain ⟨k, rfl | rfl⟩ := m.even_or_odd'
    · exact absurd ⟨k, rfl⟩ hm
    · simp [fockWeight, ((isSqueezedVacuum_iff_coeff t f).1 hf k).1]
  have hc : ‖PowerSeries.coeff 0 f‖ ^ 2 ≠ 0 := pow_ne_zero 2 (norm_ne_zero_iff.2 h0)
  have heq : (fockWeight f ∘ fun n : ℕ => 2 * n) = fun n : ℕ =>
      (n.centralBinom : ℝ) * (‖t‖ ^ 2 / 4) ^ n * ‖PowerSeries.coeff 0 f‖ ^ 2 :=
    funext fun n => fockWeight_even hf n
  rw [← hinj.summable_iff hodd, heq, summable_mul_right_iff hc]
  constructor
  · intro hs
    by_contra ht
    have ht1 : 1 ≤ ‖t‖ := not_lt.1 ht
    -- for |t| ≥ 1 the weights dominate the harmonic series
    refine Real.not_summable_one_div_natCast ((summable_nat_add_iff 4).1 ?_)
    refine Summable.of_nonneg_of_le (fun n => by positivity) (fun n => ?_)
      ((summable_nat_add_iff 4).2 hs)
    have hb : (4 : ℝ) ^ (n + 4) < ((n + 4 : ℕ) : ℝ) * ((n + 4).centralBinom : ℝ) := by
      exact_mod_cast Nat.four_pow_lt_mul_centralBinom (n + 4) (by omega)
    have hm : (0 : ℝ) < ((n + 4 : ℕ) : ℝ) := Nat.cast_pos.2 (by omega)
    have hq : (1 / 4 : ℝ) ^ (n + 4) ≤ (‖t‖ ^ 2 / 4) ^ (n + 4) :=
      pow_le_pow_left₀ (by norm_num) (by nlinarith) _
    have h1 : (4 : ℝ) ^ (n + 4) * (1 / 4) ^ (n + 4) = 1 := by
      rw [← mul_pow]
      norm_num
    rw [div_le_iff₀ hm]
    calc (1 : ℝ) = 4 ^ (n + 4) * (1 / 4) ^ (n + 4) := h1.symm
      _ ≤ (((n + 4 : ℕ) : ℝ) * ((n + 4).centralBinom : ℝ)) * (‖t‖ ^ 2 / 4) ^ (n + 4) :=
        mul_le_mul hb.le hq (by positivity) (by positivity)
      _ = _ := by ring
  · intro ht
    -- for |t| < 1 a geometric series dominates the weights
    refine Summable.of_nonneg_of_le (fun n => by positivity) (fun n => ?_)
      (summable_geometric_of_lt_one (sq_nonneg ‖t‖) (by nlinarith [norm_nonneg t]))
    have hb : (n.centralBinom : ℝ) ≤ 4 ^ n := by
      have h : n.centralBinom ≤ 4 ^ n := by
        rw [Nat.centralBinom_eq_two_mul_choose, show 4 = 2 ^ 2 by norm_num, ← pow_mul]
        apply Nat.choose_le_two_pow
      exact_mod_cast h
    have e : 4 * (‖t‖ ^ 2 / 4) = ‖t‖ ^ 2 := by ring
    calc (n.centralBinom : ℝ) * (‖t‖ ^ 2 / 4) ^ n ≤ 4 ^ n * (‖t‖ ^ 2 / 4) ^ n :=
        mul_le_mul_of_nonneg_right hb (by positivity)
      _ = (‖t‖ ^ 2) ^ n := by rw [← mul_pow, e]
```

For these nonnegative weights, `Summable (fockWeight f)` says that the squared norm is finite. The injection $n\mapsto2n$ restricts the sum to even levels. In the divergent case the index is shifted by $4$, where the lower bound on the binomial coefficient begins to hold.

The hypothesis $c_0\neq0$ is needed for the equivalence: $f=0$ solves the equation with $t=2$ and has finite norm, although $|t|\ge1$.

The value of the norm is not computed in the Lean code, but the binomial series gives $|c_0|^2/\sqrt{1-|t|^2}$ for its square when $|t|<1$. A normalised squeezed vacuum therefore has $|c_0|=(1-|t|^2)^{1/4}$.

## The vacuum of a Bogoliubov mode

A Bogoliubov transformation replaces $a$ by $b=ua+va^\dagger$. With $b^\dagger=\bar u a^\dagger+\bar v a$, the commutator is $[b,b^\dagger]=|u|^2-|v|^2$, so the condition $|u|^2-|v|^2=1$ says that $b$ is again a bosonic mode.

Under this condition $|u|^2=1+|v|^2>0$, so $u\neq0$. Dividing $bf=0$ by $u$ gives the squeezed vacuum equation with $t=v/u$. Since $|v|^2<|u|^2$, we have $|t|<1$, and the norm is finite.

```lean
/-- If `|u|² - |v|² = 1`, a state with nonzero vacuum amplitude annihilated by the Bogoliubov
mode `u a + v a†` has finite Fock norm. -/
theorem bogoliubov_vacuum_summable {u v : ℂ} (huv : ‖u‖ ^ 2 - ‖v‖ ^ 2 = 1)
    {f : PowerSeries ℂ} (hf : u • lower f + v • (PowerSeries.X * f) = 0)
    (h0 : PowerSeries.coeff 0 f ≠ 0) : Summable (fockWeight f) := by
  have hu : u ≠ 0 := by
    rintro rfl
    rw [norm_zero] at huv
    nlinarith [sq_nonneg ‖v‖]
  have hs : IsSqueezedVacuum (v / u) f := by
    have h := congrArg (fun g => u⁻¹ • g) hf
    simp only [smul_add, smul_smul, inv_mul_cancel₀ hu, one_smul, smul_zero] at h
    rw [IsSqueezedVacuum, div_eq_inv_mul]
    exact h
  rw [summable_fockWeight_iff hs h0, norm_div, div_lt_one (norm_pos_iff.2 hu)]
  nlinarith [norm_nonneg u, norm_nonneg v]

end

end SqueezedVacuum
```

The condition on $u$ and $v$ enters as `huv`, and `hs` is the equation after division by $u$. The theorem concerns any given $f$ annihilated by $b$ with $c_0\neq0$. Such an $f$ exists, because the closed form for the coefficients defines a solution for every choice of $c_0$.

Without the condition on $u$ and $v$ the conclusion can fail. For $u=v=1$ the operator is $a+a^\dagger$, which is proportional to the position operator, and $t=1$. With $c_0=1$ the even weights are $\binom{2n}{n}/4^n=1,\tfrac12,\tfrac38,\dots$, and their sum diverges. The formal solution is a position eigenstate, which is not normalisable.

These results apply to quadratic Hamiltonians of a single mode that can be written as $H=\varepsilon\,b^\dagger b+E_0$ with such a $b$, a real constant $E_0$ and $\varepsilon>0$. The ground state is then the vacuum of $b$. It is a normalisable state in the original Fock space, and it has infinitely many occupied levels whenever $v\neq0$.

```lean
#print axioms SqueezedVacuum.lower_commutator
#print axioms SqueezedVacuum.exists_polynomial_solution_iff
#print axioms SqueezedVacuum.bogoliubov_vacuum_summable
```

```
'SqueezedVacuum.lower_commutator' depends on axioms: [propext, Classical.choice, Quot.sound]
'SqueezedVacuum.exists_polynomial_solution_iff' depends on axioms: [propext, Classical.choice, Quot.sound]
'SqueezedVacuum.bogoliubov_vacuum_summable' depends on axioms: [propext, Classical.choice, Quot.sound]
```
